# In a finite orthonormal basis, the COHP summed over a degenerate level does not depend on the choice of eigenvectors

When a bonding analysis is tabulated by energy, the contributions of orbitals with the same energy are added before they are interpreted. The quantity added here is the crystal orbital Hamilton population (COHP), which assigns to a pair of basis functions its share of an orbital's energy; for two functions on different atoms, a negative value counts as bonding and a positive one as antibonding. Within a degenerate level the diagonalisation routine may return any orthonormal set of eigenvectors, and another routine may return a different set. The table is meaningful only if the sum over the level comes out the same for both.

It does, for any Hamiltonian matrix in a finite orthonormal basis. This applies to Hückel models, to finite tight-binding models with orthonormal orbitals, and to one-electron Hamiltonians that have been transformed to an orthonormal basis of finite size.

## Orbitals, energies and the COHP of a pair

```lean
import Mathlib

open Matrix

namespace DegenerateCOHP

noncomputable section

variable {ι : Type*} [Fintype ι] [DecidableEq ι]
```

The type `ι` is a finite set of labels. It labels the basis functions, written $m, n$, and also the orbitals, written $j, k$, because a full diagonalisation gives as many orbitals as there are basis functions.

```lean
/-- The columns of the unitary matrix `U` are eigenvectors of `H` with real energies `e`. -/
structure Diagonalises (H U : Matrix ι ι ℂ) (e : ι → ℝ) : Prop where
  unitary : Uᴴ * U = 1
  eigen : H * U = U * diagonal (fun k => (e k : ℂ))
```

`Matrix ι ι ℂ` is the type of square complex matrices, and `e : ι → ℝ` is a list of real energies, one for each orbital. The superscript `ᴴ` is the conjugate transpose, written $\dagger$ below. The statement `Diagonalises H U e` says two things:

$$U^\dagger U = 1, \qquad HU = U\,\mathrm{diag}(e).$$

Column $k$ of $U$ holds the coefficients of orbital $k$, the columns are orthonormal, and each one is an eigenvector with energy $e_k$. This is what an eigenvalue routine is meant to deliver. The energies may come in any order and may repeat. That $H$ is Hermitian is not listed, since it follows from $H = U\,\mathrm{diag}(e)\,U^\dagger$ with real $e$.

```lean
/-- The density matrix of the level at energy `x`: the sum of `U m k * conj (U n k)` over all
orbitals `k` with energy `x`. -/
def levelDensity (U : Matrix ι ι ℂ) (e : ι → ℝ) (x : ℝ) : Matrix ι ι ℂ :=
  Matrix.of fun m n => ∑ k with e k = x, U m k * star (U n k)
```

For a real energy $x$ this defines

$$P_{mn}(x) = \sum_{k:\,e_k = x} U_{mk}\,U_{nk}^*.$$

In Lean, `star` is complex conjugation and `∑ k with e k = x` restricts the sum to the orbitals at energy $x$. The name "density matrix" is used here without occupation numbers or a spin factor, so $P(x)$ is the projector onto the level. If no orbital has energy $x$, the sum is empty and $P(x) = 0$.

```lean
/-- The COHP of the single orbital `k` for the pair `m`, `n` of orthonormal basis functions. -/
def orbitalCohp (H U : Matrix ι ι ℂ) (m n k : ι) : ℝ :=
  (U m k * star (U n k) * H n m).re
```

The COHP of orbital $k$ for the pair $m, n$ is $\mathrm{Re}(U_{mk} U_{nk}^* H_{nm})$. Textbooks often write $U_{mk}^* U_{nk} H_{mn}$ instead; for Hermitian $H$ this is the complex conjugate, with the same real part. In the literature COHP usually means a curve over energy, whereas here it is a number, the contribution of one orbital to the weight of a peak in that curve.

```lean
/-- The COHP of the pair `m`, `n` summed over all orbitals with energy `x`. -/
def levelCohp (H U : Matrix ι ι ℂ) (e : ι → ℝ) (m n : ι) (x : ℝ) : ℝ :=
  ∑ k with e k = x, orbitalCohp H U m n k
```

The level COHP adds these numbers over all orbitals with $e_k = x$. Equality here is exact equality of real numbers. Rounding errors are not covered: in computed output, energies that should be equal may differ slightly, and the eigenvectors satisfy the two equations of `Diagonalises` only approximately.

## The level density matrix as a product

```lean
/-- The diagonal matrix that selects the orbitals with energy `x`. -/
def selector (e : ι → ℝ) (x : ℝ) : Matrix ι ι ℂ :=
  diagonal (fun k => if e k = x then 1 else 0)
```

The selector $D_e(x)$ is a diagonal matrix with entry 1 for each orbital at energy $x$ and 0 for every other orbital.

```lean
/-- The level density matrix is the selector of the level, carried to the basis functions
by `U`. -/
theorem levelDensity_eq (U : Matrix ι ι ℂ) (e : ι → ℝ) (x : ℝ) :
    levelDensity U e x = U * selector e x * Uᴴ := by
  ext m n
  rw [Matrix.mul_apply]
  simp only [levelDensity, selector, Matrix.of_apply, Finset.sum_filter,
    Matrix.mul_diagonal, Matrix.conjTranspose_apply]
  refine Finset.sum_congr rfl fun k _ => ?_
  split_ifs <;> simp
```

The claim is $P(x) = U D_e(x) U^\dagger$. By hand, the $mn$ entry of the right-hand side is

$$\sum_k U_{mk}\,[D_e(x)]_{kk}\,U_{nk}^*,$$

and the zeros and ones leave exactly the orbitals at energy $x$. The Lean proof does the same. `ext m n` reduces the matrix equation to its entries, `Finset.sum_filter` turns the restricted sum into a full sum with an if-clause, and `split_ifs` treats the two cases of that clause.

## Two eigenbases of one Hamiltonian

```lean
/-- If `U` and `V` both diagonalise `H`, an eigenvector from `U` and one from `V` with different
energies are orthogonal. -/
theorem overlap_eq_zero {H U V : Matrix ι ι ℂ} {e f : ι → ℝ}
    (hU : Diagonalises H U e) (hV : Diagonalises H V f) {j k : ι} (hjk : e j ≠ f k) :
    (Uᴴ * V) j k = 0 := by
  have hU' : U * Uᴴ = 1 := mul_eq_one_comm.mp hU.unitary
  -- the eigenvalue equation read from the left
  have hl : Uᴴ * H = diagonal (fun k => (e k : ℂ)) * Uᴴ := by
    calc Uᴴ * H = Uᴴ * (H * U) * Uᴴ := by rw [mul_assoc, mul_assoc, hU', mul_one]
      _ = diagonal (fun k => (e k : ℂ)) * Uᴴ := by
        rw [hU.eigen, ← mul_assoc Uᴴ U, hU.unitary, one_mul]
  have key : diagonal (fun k => (e k : ℂ)) * (Uᴴ * V)
      = (Uᴴ * V) * diagonal (fun k => (f k : ℂ)) := by
    rw [← mul_assoc, ← hl, mul_assoc, hV.eigen, mul_assoc]
  have hent := congrFun (congrFun key j) k
  simp only [Matrix.diagonal_mul, Matrix.mul_diagonal] at hent
  have hne : (e j : ℂ) - (f k : ℂ) ≠ 0 := sub_ne_zero.mpr (by exact_mod_cast hjk)
  have hz : ((e j : ℂ) - (f k : ℂ)) * (Uᴴ * V) j k = 0 := by linear_combination hent
  exact (mul_eq_zero.mp hz).resolve_left hne
```

Now let $U$ with energies $e$ and $V$ with energies $f$ both diagonalise $H$. The hypotheses appear as `hU` and `hV`, and `hjk` says $e_j \neq f_k$. The conclusion is that orbital $j$ of the first set is orthogonal to orbital $k$ of the second: $(U^\dagger V)_{jk} = 0$.

By hand, write $W = U^\dagger V$ for the matrix of overlaps between the two sets. Since $U$ is square, $U^\dagger U = 1$ also gives $UU^\dagger = 1$. Multiplying $HU = U\,\mathrm{diag}(e)$ by $U^\dagger$ from both sides gives the eigenvalue equation read from the left,

$$U^\dagger H = \mathrm{diag}(e)\,U^\dagger.$$

Evaluating $U^\dagger H V$ in two ways then yields

$$\mathrm{diag}(e)\,W = U^\dagger H V = W\,\mathrm{diag}(f).$$

The $jk$ entry reads $e_j W_{jk} = W_{jk} f_k$, so $(e_j - f_k) W_{jk} = 0$. The first factor is not zero, hence $W_{jk} = 0$.

In the Lean proof `hl` is the equation from the left, `key` is the matrix equation for $W$, `hent` is its $jk$ entry, and the last line divides out the nonzero factor.

```lean
/-- If `U` and `V` both diagonalise `H`, they give the same density matrix for the level at
every energy `x`. -/
theorem levelDensity_independent {H U V : Matrix ι ι ℂ} {e f : ι → ℝ}
    (hU : Diagonalises H U e) (hV : Diagonalises H V f) (x : ℝ) :
    levelDensity U e x = levelDensity V f x := by
  have hU' : U * Uᴴ = 1 := mul_eq_one_comm.mp hU.unitary
  have hV' : V * Vᴴ = 1 := mul_eq_one_comm.mp hV.unitary
  -- the overlap matrix only connects orbitals of equal energy
  have hsel : selector e x * (Uᴴ * V) = (Uᴴ * V) * selector f x := by
    ext j k
    simp only [selector, Matrix.diagonal_mul, Matrix.mul_diagonal]
    by_cases h : e j = f k
    · rw [h, mul_comm]
    · rw [overlap_eq_zero hU hV h, mul_zero, zero_mul]
  rw [levelDensity_eq, levelDensity_eq]
  calc U * selector e x * Uᴴ = U * selector e x * Uᴴ * (V * Vᴴ) := by rw [hV', mul_one]
    _ = U * (selector e x * (Uᴴ * V)) * Vᴴ := by simp only [mul_assoc]
    _ = U * ((Uᴴ * V) * selector f x) * Vᴴ := by rw [hsel]
    _ = (U * Uᴴ) * (V * selector f x * Vᴴ) := by simp only [mul_assoc]
    _ = V * selector f x * Vᴴ := by rw [hU', one_mul]
```

This is the central statement: the two level density matrices are equal at every real $x$.

The first step is $D_e(x)\,W = W D_f(x)$, called `hsel` in the proof. The $jk$ entry on the left is $W_{jk}$ if $e_j = x$ and zero otherwise; on the right it is $W_{jk}$ if $f_k = x$ and zero otherwise. If $e_j = f_k$, the two conditions agree. If $e_j \neq f_k$, then $W_{jk} = 0$ by the previous theorem, and both sides vanish. The tactic `by_cases` makes this distinction.

The second step inserts $VV^\dagger = 1$ and moves the selector through $W$:

$$
\begin{aligned}
U D_e U^\dagger &= U D_e U^\dagger V V^\dagger = U (D_e W) V^\dagger \\
&= U (W D_f) V^\dagger = (U U^\dagger)\, V D_f V^\dagger = V D_f V^\dagger .
\end{aligned}
$$

The `calc` block contains this chain line by line. By the product formula, its two ends are the two level density matrices.

## From the density matrix to the COHP

```lean
omit [DecidableEq ι] in
/-- The level COHP is the real part of the level density matrix element times the matching
Hamiltonian element. -/
theorem levelCohp_eq (H U : Matrix ι ι ℂ) (e : ι → ℝ) (m n : ι) (x : ℝ) :
    levelCohp H U e m n x = (levelDensity U e x m n * H n m).re := by
  simp only [levelCohp, orbitalCohp, levelDensity, Matrix.of_apply, Finset.sum_mul,
    Complex.re_sum]
```

The factor $H_{nm}$ does not depend on $k$, so it can be taken out of the sum over the level, and the real part of a sum is the sum of the real parts:

$$\sum_{k:\,e_k=x} \mathrm{Re}(U_{mk}U_{nk}^*H_{nm}) = \mathrm{Re}\big(P_{mn}(x)\,H_{nm}\big).$$

This identity holds for any matrices $H$ and $U$, so the theorem has no diagonalisation hypothesis.

```lean
/-- If `U` and `V` both diagonalise `H`, they give the same level-summed COHP for every pair of
basis functions and every energy. -/
theorem levelCohp_independent {H U V : Matrix ι ι ℂ} {e f : ι → ℝ}
    (hU : Diagonalises H U e) (hV : Diagonalises H V f) (m n : ι) (x : ℝ) :
    levelCohp H U e m n x = levelCohp H V f m n x := by
  rw [levelCohp_eq, levelCohp_eq, levelDensity_independent hU hV]
```

The level COHP depends on the eigenvectors only through $P(x)$, and $P(x)$ is the same for $U$ and $V$. The level COHP is therefore the same too, for every pair $m, n$ and every energy $x$. The Lean proof rewrites both sides with the previous identity and then applies the equality of the density matrices.

## The energy recovered from all pairs

```lean
/-- If `U` diagonalises `H`, the COHP of one orbital, summed over all ordered pairs of basis
functions with the on-site terms included, is the orbital energy. -/
theorem sum_orbitalCohp {H U : Matrix ι ι ℂ} {e : ι → ℝ} (hU : Diagonalises H U e) (k : ι) :
    ∑ m, ∑ n, orbitalCohp H U m n k = e k := by
  have hk : (Uᴴ * (H * U)) k k = (e k : ℂ) := by
    rw [hU.eigen, ← mul_assoc, hU.unitary, one_mul, Matrix.diagonal_apply_eq]
  have hs : ∑ m, ∑ n, U m k * star (U n k) * H n m = (e k : ℂ) := by
    rw [← hk, Finset.sum_comm, Matrix.mul_apply]
    refine Finset.sum_congr rfl fun n _ => ?_
    rw [Matrix.mul_apply, Finset.mul_sum]
    refine Finset.sum_congr rfl fun m _ => ?_
    rw [Matrix.conjTranspose_apply]
    ring
  have hre := congrArg Complex.re hs
  simpa only [Complex.re_sum, Complex.ofReal_re, orbitalCohp] using hre
```

Summed over all ordered pairs, including the on-site terms $m = n$, the COHP of one orbital gives its energy. By hand,

$$\sum_{m,n} U_{mk}U_{nk}^*H_{nm} = \sum_n U_{nk}^* (HU)_{nk} = (U^\dagger H U)_{kk} = e_k .$$

In the proof, `hk` is the last equality and `hs` is the rearrangement of the double sum. Taking real parts gives the statement. Each pair of different functions is counted twice, once as $m, n$ and once as $n, m$.

```lean
/-- If `U` diagonalises `H`, the level COHP at energy `x`, summed over all ordered pairs with the
on-site terms included, is the number of orbitals at `x` times `x`. -/
theorem sum_levelCohp {H U : Matrix ι ι ℂ} {e : ι → ℝ} (hU : Diagonalises H U e) (x : ℝ) :
    ∑ m, ∑ n, levelCohp H U e m n x
      = ((Finset.univ.filter (fun k => e k = x)).card : ℝ) * x := by
  simp only [levelCohp]
  calc ∑ m, ∑ n, ∑ k with e k = x, orbitalCohp H U m n k
      = ∑ m, ∑ k with e k = x, ∑ n, orbitalCohp H U m n k :=
        Finset.sum_congr rfl fun m _ => Finset.sum_comm
    _ = ∑ k with e k = x, ∑ m, ∑ n, orbitalCohp H U m n k := Finset.sum_comm
    _ = ∑ k with e k = x, x := Finset.sum_congr rfl fun k hk => by
        rw [sum_orbitalCohp hU k]
        exact (Finset.mem_filter.mp hk).2
    _ = _ := by rw [Finset.sum_const, nsmul_eq_mul]
```

For a whole level the sum over pairs is the number of orbitals at $x$ times $x$. In Lean that number is the `card` of the set of labels with $e_k = x$. The proof moves the sum over $k$ to the outside, replaces each inner double sum by $e_k = x$, and adds equal terms.

## A three-orbital example with energies 9, 0, 0

```lean
/-- A Hamiltonian of three coupled basis functions. -/
def H₃ : Matrix (Fin 3) (Fin 3) ℂ := !![1, 2, 2; 2, 4, 4; 2, 4, 4]
```

`Fin 3` is the set of labels 0, 1, 2, so counting starts at zero. The three basis functions are taken to sit on different atoms. The matrix is $H = vv^{T}$ with $v = (1,2,2)$. Since $v \cdot v = 9$, the vector $v$ has eigenvalue 9, and every vector orthogonal to it has eigenvalue 0.

```lean
/-- A first matrix of orbital coefficients for `H₃`. -/
def A₃ : Matrix (Fin 3) (Fin 3) ℂ :=
  !![1/3, 2/3, 2/3; 2/3, 1/3, -2/3; 2/3, -2/3, 1/3]
```

The columns are $\tfrac13(1,2,2)$, $\tfrac13(2,1,-2)$ and $\tfrac13(2,-2,1)$. The first is $v$ normalised; the other two span the degenerate level.

```lean
/-- A second matrix of orbital coefficients for `H₃`. -/
def B₃ : Matrix (Fin 3) (Fin 3) ℂ :=
  !![1/3, 14/15, -2/15; 2/3, -1/3, -2/3; 2/3, -2/15, 11/15]
```

The first column is unchanged. The other two, $\tfrac1{15}(14,-5,-2)$ and $\tfrac1{15}(-2,-10,11)$, are the previous pair rotated among themselves, with cosine $3/5$ and sine $4/5$.

```lean
/-- Both `A₃` and `B₃` diagonalise `H₃`, with energies 9, 0, 0. -/
theorem diagonalises_witness :
    Diagonalises H₃ A₃ ![9, 0, 0] ∧ Diagonalises H₃ B₃ ![9, 0, 0] := by
  -- both coefficient matrices are real
  have hA : A₃ᴴ = A₃ᵀ := by
    ext i j
    have h : (starRingEnd ℂ) (A₃ j i) = A₃ j i :=
      Complex.conj_eq_iff_im.mpr (by fin_cases i <;> fin_cases j <;> simp [A₃])
    exact h
  have hB : B₃ᴴ = B₃ᵀ := by
    ext i j
    have h : (starRingEnd ℂ) (B₃ j i) = B₃ j i :=
      Complex.conj_eq_iff_im.mpr (by fin_cases i <;> fin_cases j <;> simp [B₃])
    exact h
  refine ⟨⟨?_, ?_⟩, ⟨?_, ?_⟩⟩
  on_goal 1 => rw [hA]
  on_goal 3 => rw [hB]
  all_goals
    ext i j
    fin_cases i <;> fin_cases j <;>
      simp [H₃, A₃, B₃, Matrix.mul_apply, Fin.sum_univ_three, Matrix.diagonal_apply] <;>
      norm_num
```

Both matrices satisfy `Diagonalises` with the energy list `![9, 0, 0]`. By hand one checks that the columns have length one, are mutually orthogonal, and are either parallel or orthogonal to $v$. The Lean proof first notes that the coefficients are real, so that the conjugate transpose is the plain transpose, and then verifies every matrix entry by arithmetic.

```lean
/-- For the first two basis functions of `H₃`, the COHP of the second orbital is 4/9 with the
coefficients `A₃` and -28/45 with the coefficients `B₃`. -/
theorem orbitalCohp_depends_on_choice :
    orbitalCohp H₃ A₃ 0 1 1 = 4 / 9 ∧ orbitalCohp H₃ B₃ 0 1 1 = -28 / 45 := by
  have hA : A₃ 0 1 * star (A₃ 1 1) * H₃ 1 0 = ((4 / 9 : ℝ) : ℂ) := by
    norm_num [A₃, H₃]
  have hB : B₃ 0 1 * star (B₃ 1 1) * H₃ 1 0 = ((-28 / 45 : ℝ) : ℂ) := by
    norm_num [B₃, H₃]
  exact ⟨by rw [orbitalCohp, hA, Complex.ofReal_re],
    by rw [orbitalCohp, hB, Complex.ofReal_re]⟩

end

end DegenerateCOHP
```

In `orbitalCohp H₃ A₃ 0 1 1` the last three arguments are $m = 0$, $n = 1$ and $k = 1$: the first two basis functions and the second orbital, which belongs to the degenerate level. With $H_{10} = 2$ the two values are

$$\tfrac23\cdot\tfrac13\cdot 2 = \tfrac49, \qquad \tfrac{14}{15}\cdot\left(-\tfrac13\right)\cdot 2 = -\tfrac{28}{45}.$$

The same position in the list looks antibonding in one eigenbasis and bonding in the other, so the COHP of a single degenerate orbital is not a property of $H$ alone. Adding the third orbital, with $-\tfrac89$ in the first basis and $\tfrac{8}{45}$ in the second, gives $-\tfrac49$ both times, in agreement with the general theorem.

```lean
#print axioms DegenerateCOHP.levelCohp_independent
#print axioms DegenerateCOHP.sum_levelCohp
#print axioms DegenerateCOHP.orbitalCohp_depends_on_choice
```

```
'DegenerateCOHP.levelCohp_independent' depends on axioms: [propext, Classical.choice, Quot.sound]
'DegenerateCOHP.sum_levelCohp' depends on axioms: [propext, Classical.choice, Quot.sound]
'DegenerateCOHP.orbitalCohp_depends_on_choice' depends on axioms: [propext, Classical.choice, Quot.sound]
```
